# One formula for both branches of the canonical purification step

Canonical purification changes an occupation `x` by a cubic polynomial with a parameter `c`, and the polynomial is written differently for `c ≥ 1/2` and for `c < 1/2`. The theorem `canon_eq` states that in both cases the new value is `x` plus `(x²(1-x) - c x(1-x)) / max(c, 1-c)`. It is an identity for a single occupation and holds for all real `c` and `x`, with neither confined to the interval from 0 to 1. The attempt treats the two branches separately: it evaluates the maximum, multiplies out the denominator, distributes the product on the right so that the division cancels, and leaves the remaining polynomial identity to `ring`.

Lean 4 with Mathlib refuses this proof:

```lean
import Mathlib

open Finset

namespace CanonEq

noncomputable section

/-- The canonical purification polynomial with parameter `c`, applied to one occupation `x`;
its two branches are used for `c ≥ 1/2` and `c < 1/2`. -/
def canon (c x : ℝ) : ℝ :=
  if 1 / 2 ≤ c then ((1 + c) * x ^ 2 - x ^ 3) / c
  else ((1 - 2 * c) * x + (1 + c) * x ^ 2 - x ^ 3) / (1 - c)

/-- Both branches of the canonical step change an occupation by
`(x²(1-x) - c x(1-x)) / max(c, 1-c)`. -/
theorem canon_eq (c x : ℝ) :
    canon c x = x + (x ^ 2 * (1 - x) - c * (x * (1 - x))) / max c (1 - c) := by
  unfold canon
  split_ifs with h
  · have hc : c ≠ 0 := (by linarith : (0 : ℝ) < c).ne'
    rw [max_eq_left (by linarith), div_eq_iff hc, add_mul, div_mul_cancel₀ _ hc]
    ring
  · have hc : 1 - c ≠ 0 := (by linarith [not_le.1 h] : (0 : ℝ) < 1 - c).ne'
    rw [max_eq_right (by linarith [not_le.1 h]), div_eq_iff hc, add_mul, div_mul_cancel₀ _ hc]
    ring

end

end CanonEq
```

Lean reports:

```
Main.lean:22:59: error: Tactic `rewrite` failed: Did not find an occurrence of the pattern
  ?m.135 / c * c
in the target expression
  1 * x ^ 2 + c * x ^ 2 - x ^ 3 = (x + (x ^ 2 * (1 - x) - c * (x * (1 - x))) / c) * c

case pos
c x : ℝ
h : 1 / 2 ≤ c
hc : c ≠ 0
⊢ 1 * x ^ 2 + c * x ^ 2 - x ^ 3 = (x + (x ^ 2 * (1 - x) - c * (x * (1 - x))) / c) * c
Main.lean:25:73: error: Tactic `rewrite` failed: Did not find an occurrence of the pattern
  ?m.234 / (1 - c) * (1 - c)
in the target expression
  (1 - 2 * c) * x + (1 * x ^ 2 + c * x ^ 2) - x ^ 3 = (x + (x ^ 2 * (1 - x) - c * (x * (1 - x))) / (1 - c)) * (1 - c)

case neg
c x : ℝ
h : ¬1 / 2 ≤ c
hc : 1 - c ≠ 0
⊢ (1 - 2 * c) * x + (1 * x ^ 2 + c * x ^ 2) - x ^ 3 = (x + (x ^ 2 * (1 - x) - c * (x * (1 - x))) / (1 - c)) * (1 - c)
```

What went wrong. Both errors say that `div_mul_cancel₀` found no quotient multiplied by its own denominator, `c` in the first branch and `1 - c` in the second. The step before it, `add_mul`, was meant to produce one by distributing the product on the right-hand side. Given without arguments, though, `add_mul` fits any sum times a factor, and `rw` settles on the first match it finds. That was `(1 + c) * x ^ 2` on the left, which the messages show expanded to `1 * x ^ 2 + c * x ^ 2`, while the product on the right is still undistributed.

The repair writes `add_mul x _ c` in the first branch and `add_mul x _ (1 - c)` in the second. The sum must now begin with `x` and be multiplied by the denominator, which only the right-hand side satisfies. Distributing there gives the product that `div_mul_cancel₀` needs, and `ring` closes the goal. The new line break in the second branch is mere layout.

As a diff, the version that Lean accepts:

```diff
@@ -20,8 +20,9 @@
   split_ifs with h
   · have hc : c ≠ 0 := (by linarith : (0 : ℝ) < c).ne'
-    rw [max_eq_left (by linarith), div_eq_iff hc, add_mul, div_mul_cancel₀ _ hc]
+    rw [max_eq_left (by linarith), div_eq_iff hc, add_mul x _ c, div_mul_cancel₀ _ hc]
     ring
   · have hc : 1 - c ≠ 0 := (by linarith [not_le.1 h] : (0 : ℝ) < 1 - c).ne'
-    rw [max_eq_right (by linarith [not_le.1 h]), div_eq_iff hc, add_mul, div_mul_cancel₀ _ hc]
+    rw [max_eq_right (by linarith [not_le.1 h]), div_eq_iff hc, add_mul x _ (1 - c),
+      div_mul_cancel₀ _ hc]
     ring
 
```
